# A minimum of finitely many lines attains a global maximum exactly when some slope is ≥ 0 and some slope is ≤ 0

Let $a_i x + b_i$, with $i$ running over a finite nonempty set of elementary steps, be log-rates that depend linearly on a descriptor $x$, and let the slowest step set the activity, which is measured on the same logarithmic scale throughout:
$$f(x) = \min_i\,(a_i x + b_i).$$
Then $f$ is concave on $\mathbb{R}$, and it attains a global maximum if and only if some $a_i \ge 0$ and some $a_j \le 0$. The indices $i$ and $j$ may coincide: a single step has an optimum exactly when its log-rate is constant.

In computational catalyst screening, where $x$ is typically a calculated adsorption energy, this tells from the slopes alone whether a one-descriptor model with linear log-rates, in which the slowest step sets the activity, has a best descriptor value when $x$ may be any real number.

## Finitely many steps, and at least one

The set of steps is the type `ι`, assumed finite and nonempty. Physically, the mechanism is a fixed list of elementary steps.

```lean
import Mathlib

namespace SabatierVolcano

noncomputable section

variable {ι : Type*} [Fintype ι] [Nonempty ι]
```

The slopes and intercepts are arbitrary functions `a b : ι → ℝ`. The activity `volcano a b x` is $f(x)$, written with `Finset.inf'`, the minimum over a finite set that comes with a proof of being nonempty.

```lean
/-- The volcano curve: the smallest of the log-rates `a i * x + b i` of the elementary steps,
as a function of the descriptor `x`. -/
def volcano (a b : ι → ℝ) (x : ℝ) : ℝ :=
  Finset.univ.inf' Finset.univ_nonempty (fun i => a i * x + b i)
```

An optimum is a global one: `IsOptimum a b x₀` says that $f(x) \le f(x_0)$ for every real $x$. It requires neither uniqueness nor a sharp peak.

```lean
/-- The descriptor value `x₀` gives the highest activity on the whole real line. -/
def IsOptimum (a b : ι → ℝ) (x₀ : ℝ) : Prop :=
  ∀ x, volcano a b x ≤ volcano a b x₀
```

A finite minimum has two properties that are used throughout. It lies below every line, $f(x) \le a_i x + b_i$, and at each $x$ it equals at least one of them. A step with $f(x) = a_i x + b_i$ is called limiting at $x$; several steps can be limiting at once.

```lean
/-- The activity never exceeds the log-rate of any single step. -/
theorem volcano_le (a b : ι → ℝ) (i : ι) (x : ℝ) : volcano a b x ≤ a i * x + b i :=
  Finset.inf'_le (fun i => a i * x + b i) (Finset.mem_univ i)

/-- At every descriptor value some step is limiting: its log-rate equals the activity. -/
theorem exists_limiting (a b : ι → ℝ) (x : ℝ) : ∃ i, volcano a b x = a i * x + b i := by
  obtain ⟨i, _, hi⟩ := Finset.exists_mem_eq_inf' Finset.univ_nonempty
    (fun i => a i * x + b i)
  exact ⟨i, hi⟩
```

Finiteness enters three more times. The proof that an optimum has a limiting step of slope $\ge 0$ takes the smallest of finitely many positive step lengths, the bound on the activity far to the right uses a number at least as large as finitely many quotients, and the continuity of $f$ is obtained from that of finitely many lines.

With infinitely many steps the criterion can fail. Take the constant line $0$ together with all tangents to the concave curve $-e^{-x}$. At each $x$ the minimum is attained and equals $-e^{-x}$, and the constant line has a slope that is both $\ge 0$ and $\le 0$. The activity nevertheless rises towards $0$ without reaching it. This example is an argument in prose and has no theorem in the file.

## Log-rates linear in one descriptor

Linearity is postulated. It stands for scaling relations, in which the energies of intermediates and transition states vary linearly with one binding energy, combined with rate constants whose logarithm is linear in the barrier at fixed temperature. Coverage factors whose logarithm is not linear in $x$, and steps that share control of the rate, are not in the model. The sign convention for $x$ is free, as are its units, provided that each $a_i x$ is dimensionless.

Concavity follows directly. Let $s, t \ge 0$ with $s + t = 1$, put $z = sx + ty$, and let step $i$ be limiting at $z$. Then
$$f(z) = a_i z + b_i = s(a_i x + b_i) + t(a_i y + b_i) \ge s f(x) + t f(y).$$
The middle equality uses linearity and $b_i = (s+t)b_i$. If log-rates were allowed to be arbitrary functions of $x$, even a single step could have several separate peaks.

Linearity also gives a reflection symmetry. Replacing every $a_i$ by $-a_i$ turns $f(x)$ into $f(-x)$, so a statement about rising lines yields the corresponding one about falling lines.

```lean
/-- With the sign of all slopes reversed, the activity at `x` is the original activity at `-x`. -/
theorem volcano_reflect (a b : ι → ℝ) (x : ℝ) :
    volcano (fun i => -a i) b x = volcano a b (-x) := by
  simp only [volcano, neg_mul, mul_neg]
```

## Optimality at a point, read from the limiting steps

Suppose that $x_0$ is an optimum. Then some step limiting at $x_0$ has slope $\ge 0$. Assume the contrary, so that every limiting step has negative slope, and move left by $\varepsilon > 0$.

- If step $i$ is limiting, its log-rate becomes $f(x_0) - a_i\varepsilon > f(x_0)$ for every $\varepsilon > 0$. The choice $\delta_i = 1$ will do.
- If step $i$ is not limiting, it has a gap $g_i = a_i x_0 + b_i - f(x_0) > 0$. Put $\delta_i = g_i/(|a_i|+1)$. For $0 < \varepsilon \le \delta_i$ we have $a_i\varepsilon \le |a_i|\varepsilon < (|a_i|+1)\varepsilon \le g_i$, so the log-rate $f(x_0) + g_i - a_i\varepsilon$ still exceeds $f(x_0)$.

Let $\delta$ be the smallest $\delta_i$. At $x_0 - \delta$ every line lies above $f(x_0)$, and the activity there equals one of these lines. Hence $f(x_0 - \delta) > f(x_0)$, which contradicts optimality.

In the proof, `key` is the two-case statement, `choose` turns it into a function `δ`, and `Finset.exists_min_image` picks the step `k` with the smallest value. The final `linarith` combines the strict increase with the assumed optimality.

```lean
/-- At an optimum, some limiting step has a nonnegative slope. -/
theorem IsOptimum.exists_rising {a b : ι → ℝ} {x₀ : ℝ} (h : IsOptimum a b x₀) :
    ∃ i, volcano a b x₀ = a i * x₀ + b i ∧ 0 ≤ a i := by
  by_contra hno
  have hneg : ∀ i, volcano a b x₀ = a i * x₀ + b i → a i < 0 := fun i hi =>
    lt_of_not_ge fun h0 => hno ⟨i, hi, h0⟩
  -- each line stays above the old activity for a sufficiently small step to the left
  have key : ∀ i, ∃ δ : ℝ, 0 < δ ∧ ∀ ε, 0 < ε → ε ≤ δ →
      volcano a b x₀ < a i * (x₀ - ε) + b i := by
    intro i
    rcases (volcano_le a b i x₀).eq_or_lt with hi | hi
    · refine ⟨1, one_pos, fun ε hε _ => ?_⟩
      have := mul_neg_of_neg_of_pos (hneg i hi) hε
      nlinarith
    · have hc : 0 < |a i| + 1 := by positivity
      refine ⟨(a i * x₀ + b i - volcano a b x₀) / (|a i| + 1),
        div_pos (by linarith) hc, fun ε hε hle => ?_⟩
      rw [le_div_iff₀ hc] at hle
      have := mul_le_mul_of_nonneg_right (le_abs_self (a i)) hε.le
      nlinarith
  choose δ hδ hlt using key
  -- the smallest of these steps works for all lines at once
  obtain ⟨k, _, hk⟩ := Finset.exists_min_image Finset.univ δ Finset.univ_nonempty
  obtain ⟨i, hi⟩ := exists_limiting a b (x₀ - δ k)
  have h1 := hlt i (δ k) (hδ k) (hk i (Finset.mem_univ i))
  have h2 := h (x₀ - δ k)
  linarith
```

Reflection supplies a limiting step of slope $\le 0$ as well. Conversely, two such steps certify an optimum. Let $i$ and $j$ be limiting at $x_0$ with $a_i \ge 0$ and $a_j \le 0$. For $x \le x_0$,
$$f(x) \le a_i x + b_i \le a_i x_0 + b_i = f(x_0),$$
and for $x \ge x_0$ the same chain holds with $j$ in place of $i$.

The next theorem states this equivalence. Its forward direction applies `exists_rising` to the volcano and to its reflection at $-x_0$; its backward direction splits on `le_total x x₀`. A global property is thereby decided by the steps limiting at one point.

The word "limiting" matters here. For the lines $x$ and $-x$, slopes of both signs are present in the family, but at $x = 1$ only the falling line is limiting, and $x = 1$ is not an optimum.

```lean
/-- A descriptor value is optimal exactly when, among the steps limiting there, one has slope
`≥ 0` and one has slope `≤ 0`. -/
theorem isOptimum_iff (a b : ι → ℝ) (x₀ : ℝ) :
    IsOptimum a b x₀ ↔
      (∃ i, volcano a b x₀ = a i * x₀ + b i ∧ 0 ≤ a i) ∧
      (∃ j, volcano a b x₀ = a j * x₀ + b j ∧ a j ≤ 0) := by
  constructor
  · intro h
    refine ⟨h.exists_rising, ?_⟩
    -- a step of slope ≤ 0 is a step of slope ≥ 0 for the reflected volcano
    have h' : IsOptimum (fun i => -a i) b (-x₀) := by
      intro x
      rw [volcano_reflect, volcano_reflect, neg_neg]
      exact h (-x)
    obtain ⟨j, hj, hj0⟩ := h'.exists_rising
    rw [volcano_reflect, neg_neg] at hj
    exact ⟨j, by linarith, by linarith⟩
  · rintro ⟨⟨i, hi, hi0⟩, ⟨j, hj, hj0⟩⟩ x
    rcases le_total x x₀ with hx | hx
    · have := mul_le_mul_of_nonneg_left hx hi0
      linarith [volcano_le a b i x]
    · have := mul_le_mul_of_nonpos_left hx hj0
      linarith [volcano_le a b j x]
```

## One slope ≥ 0 and one slope ≤ 0 somewhere in the family

This is the condition in the main theorem. It concerns all steps, limiting or not. Physically, at least one step must not get slower as $x$ increases, and at least one must not get faster. If the two slopes are strictly positive and strictly negative, the activity falls without bound in both directions, which is the line-model version of the Sabatier idea that binding can be too strong or too weak. The condition here is weaker, since it also admits constant log-rates.

If all slopes are positive, there is no optimum. For $x < y$, let $k$ be limiting at $y$; then $f(x) \le a_k x + b_k < a_k y + b_k = f(y)$, so a larger descriptor value is always better. If all slopes are negative, smaller values are always better. On a closed, bounded interval of descriptor values the best value would then sit at an end of the interval, but the theorem is about the whole real line.

Now suppose that the condition holds, and let $j$ be a step with $a_j \le 0$. Its line bounds the activity from above far to the right. Choose $R \ge 0$ with
$$R \ge \frac{b_j - b_i}{a_i - a_j}\quad\text{for all } i \text{ with } a_i > 0.$$
Let $k$ be limiting at $R$, and let $x \ge R$.

- If $a_k \le 0$, then $f(x) \le a_k x + b_k \le a_k R + b_k = f(R)$.
- If $a_k > 0$, then $a_k - a_j > 0$, and the choice of $R$ gives $a_j R + b_j \le a_k R + b_k = f(R)$. Therefore $f(x) \le a_j x + b_j \le a_j R + b_j \le f(R)$.

So the activity beyond $R$ never exceeds its value at $R$. The code takes for $R$ the sum of the absolute values of the quotients over all $i$. Lean evaluates a quotient with $a_i = a_j$ as zero, which is harmless because the bound is used only when $a_k > 0 \ge a_j$.

```lean
/-- If some step has slope `≤ 0`, there is a descriptor value `R ≥ 0` beyond which the activity
does not exceed its value at `R`. -/
theorem exists_right_bound (a b : ι → ℝ) {j : ι} (hj : a j ≤ 0) :
    ∃ R : ℝ, 0 ≤ R ∧ ∀ x, R ≤ x → volcano a b x ≤ volcano a b R := by
  -- choose R at least as large as every quotient (b j - b i) / (a i - a j)
  obtain ⟨R, hR0, hR⟩ : ∃ R : ℝ, 0 ≤ R ∧ ∀ i, (b j - b i) / (a i - a j) ≤ R :=
    ⟨∑ i, |(b j - b i) / (a i - a j)|, Finset.sum_nonneg fun _ _ => abs_nonneg _,
      fun i => (le_abs_self _).trans
        (Finset.single_le_sum (f := fun i => |(b j - b i) / (a i - a j)|)
          (fun _ _ => abs_nonneg _) (Finset.mem_univ i))⟩
  refine ⟨R, hR0, fun x hx => ?_⟩
  obtain ⟨k, hk⟩ := exists_limiting a b R
  rcases le_or_gt (a k) 0 with hk0 | hk0
  · have := mul_le_mul_of_nonpos_left hx hk0
    linarith [volcano_le a b k x]
  · have h1 := hR k
    rw [div_le_iff₀ (by linarith)] at h1
    have h2 := mul_le_mul_of_nonpos_left hx hj
    nlinarith [volcano_le a b j x]
```

Now apply this bound to the reflected volcano, in which the step with $a_i \ge 0$ has slope $-a_i \le 0$. It gives $L \ge 0$ such that $f(x) \le f(-L)$ for all $x \le -L$. The interval $[-L, R]$ is nonempty and compact, and $f$ is continuous as a minimum of finitely many continuous functions. It therefore attains a maximum on $[-L, R]$ at some $x_0$. To the left of the interval $f(x) \le f(-L) \le f(x_0)$, and to the right $f(x) \le f(R) \le f(x_0)$, so $x_0$ is a global optimum.

In the main theorem, `ConcaveOn ℝ Set.univ (volcano a b)` is concavity on the whole line, and the second part is the equivalence. The proof has three blocks:

1. Concavity follows the calculation above, with the limiting step taken at the intermediate point.
2. An optimum gives the two slopes through `isOptimum_iff`, after which the information that those steps are limiting is discarded.
3. The two slopes give an optimum through the bounds `L` and `R`, the continuity statement `hcont`, and `isCompact_Icc.exists_isMaxOn`.

```lean
/-- The volcano curve is concave, and it attains a global maximum if and only if some step has
slope `≥ 0` and some step has slope `≤ 0`. -/
theorem volcano_concave_and_attains_max_iff (a b : ι → ℝ) :
    ConcaveOn ℝ Set.univ (volcano a b) ∧
      ((∃ x₀, IsOptimum a b x₀) ↔ (∃ i, 0 ≤ a i) ∧ (∃ j, a j ≤ 0)) := by
  refine ⟨⟨convex_univ, fun x _ y _ s t hs ht hst => ?_⟩, ?_, ?_⟩
  · -- compare with the step that limits at the intermediate point
    obtain ⟨i, hi⟩ := exists_limiting a b (s • x + t • y)
    rw [hi]
    simp only [smul_eq_mul]
    have h1 := mul_le_mul_of_nonneg_left (volcano_le a b i x) hs
    have h2 := mul_le_mul_of_nonneg_left (volcano_le a b i y) ht
    have h3 : (s + t) * b i = b i := by rw [hst, one_mul]
    nlinarith
  · rintro ⟨x₀, h⟩
    obtain ⟨⟨i, _, hi⟩, ⟨j, _, hj⟩⟩ := (isOptimum_iff a b x₀).1 h
    exact ⟨⟨i, hi⟩, ⟨j, hj⟩⟩
  · rintro ⟨⟨i, hi⟩, ⟨j, hj⟩⟩
    obtain ⟨R, hR0, hR⟩ := exists_right_bound a b hj
    obtain ⟨L, hL0, hL⟩ := exists_right_bound (fun i => -a i) b (j := i) (by linarith)
    simp only [volcano_reflect] at hL
    have hcont : Continuous (volcano a b) := by
      unfold volcano
      exact Continuous.finset_inf'_apply Finset.univ_nonempty
        (fun i _ => by fun_prop)
    -- the maximum over the compact window [-L, R] is global
    obtain ⟨x₀, _, hmax⟩ := isCompact_Icc.exists_isMaxOn
      (Set.nonempty_Icc.2 (by linarith : -L ≤ R)) hcont.continuousOn
    have hm : ∀ x, -L ≤ x → x ≤ R → volcano a b x ≤ volcano a b x₀ :=
      fun x h1 h2 => hmax (Set.mem_Icc.2 ⟨h1, h2⟩)
    refine ⟨x₀, fun x => ?_⟩
    rcases le_total x (-L) with h1 | h1
    · have h2 := hL (-x) (by linarith)
      rw [neg_neg] at h2
      exact h2.trans (hm (-L) le_rfl (by linarith))
    · rcases le_total x R with h2 | h2
      · exact hm x h1 h2
      · exact (hR x h2).trans (hm R (by linarith) le_rfl)
```

## Strictly opposite slopes at the same point

The main theorem allows flat tops. The lines $x$, $1$ and $3 - x$ give an activity that equals $1$ for all $1 \le x \le 2$, although the family contains a strictly rising and a strictly falling step. A unique apex follows from a stronger, local hypothesis: steps $i$ and $j$ are both limiting at $x_0$, with $a_i > 0$ and $a_j < 0$. Physically, a step that speeds up with $x$ and one that slows down are equally slow at $x_0$, and no other step is slower there.

Equating the two log-rates gives $a_i x_0 + b_i = a_j x_0 + b_j$, and since $a_i - a_j > 0$,
$$x_0 = \frac{b_j - b_i}{a_i - a_j}.$$
For $x < x_0$ we have $f(x) \le a_i x + b_i < a_i x_0 + b_i = f(x_0)$, and for $x > x_0$ the falling line gives the same strict inequality. The proof solves the crossing equation with `eq_div_iff` and then treats the two sides separately.

If one slope is zero, uniqueness can fail. The lines $x$ and $0$ cross at $x_0 = 0$, where both are limiting, yet every $x \ge 0$ is optimal.

```lean
/-- If a strictly rising and a strictly falling step are both limiting at `x₀`, then `x₀` is the
crossing point of their lines and the activity is strictly lower everywhere else. -/
theorem sharp_apex (a b : ι → ℝ) {x₀ : ℝ} {i j : ι} (hi0 : 0 < a i) (hj0 : a j < 0)
    (hi : volcano a b x₀ = a i * x₀ + b i) (hj : volcano a b x₀ = a j * x₀ + b j) :
    x₀ = (b j - b i) / (a i - a j) ∧ ∀ x, x ≠ x₀ → volcano a b x < volcano a b x₀ := by
  constructor
  · rw [eq_div_iff (by linarith : a i - a j ≠ 0)]
    linarith
  · intro x hx
    rcases lt_or_gt_of_ne hx with h | h
    · have := mul_lt_mul_of_pos_left h hi0
      linarith [volcano_le a b i x]
    · have := mul_lt_mul_of_neg_left h hj0
      linarith [volcano_le a b j x]

end

end SabatierVolcano
```

```lean
#print axioms SabatierVolcano.volcano_concave_and_attains_max_iff
#print axioms SabatierVolcano.sharp_apex
```

```
'SabatierVolcano.volcano_concave_and_attains_max_iff' depends on axioms: [propext, Classical.choice, Quot.sound]
'SabatierVolcano.sharp_apex' depends on axioms: [propext, Classical.choice, Quot.sound]
```
